# A finitely supported real filter on the integers preserves all polynomials of degree at most \(p\) exactly when its weights sum to one and its moments of orders 1 to \(p\) vanish

Q: I smooth a noisy spectrum by replacing each point with the mean of itself and its two neighbours. The noise goes down, but so do the peaks. Where does the height go?

A: Treat the top of a peak as a parabola \(h - c\,k^2\), where \(k\) counts grid points from the maximum, \(h\) is the height and \(c>0\) the curvature coefficient. At grid point \(n\) the three-point mean of \(k^2\) is
\[
\tfrac13\left[(n-1)^2+n^2+(n+1)^2\right]=n^2+\tfrac23 ,
\]
so the whole parabola drops by \(2c/3\). A straight line survives, because the mean of \(n-1\), \(n\) and \(n+1\) is \(n\). Write \(w(r)=\tfrac13\) for the weights at \(r=-1,0,1\). The line survives because \(\sum_r w(r)=1\) and \(\sum_r r\,w(r)=0\), and the error \(\tfrac23\) is \(\sum_r r^2w(r)\).

Q: Does that pattern continue to higher degrees?

A: Yes. Let \(w\) be any real filter with finitely many nonzero weights, and define its moments \(M_m=\sum_r r^m w(r)\), with \(r^0=1\) also at \(r=0\). Filtering the monomial \(k^m\) and expanding by the binomial theorem gives
\[
\sum_r w(r)(n-r)^m=\sum_{j=0}^{m}(-1)^j\binom mj M_j\,n^{m-j}.
\]
If \(M_0=1\) and \(M_1=\dots=M_p=0\), then for \(m\le p\) only the term \(j=0\) remains, and it is \(n^m\). A polynomial \(P\) of degree at most \(p\) is a linear combination of such monomials, and filtering is linear, so \(P\) comes back unchanged.

Conversely, suppose every such polynomial comes back unchanged. Take \(P(k)=k^m\) with \(m\le p\) and look at \(n=0\):
\[
(-1)^mM_m=\sum_r w(r)(-r)^m=0^m .
\]
For \(m=0\) the right side is 1, so \(M_0=1\). For \(1\le m\le p\) it is 0, so \(M_m=0\).

Q: And at the first degree beyond \(p\)?

A: In the binomial sum for \(k^{p+1}\) only \(j=0\) and \(j=p+1\) survive. The output is \(n^{p+1}+(-1)^{p+1}M_{p+1}\), a constant shift, as in the three-point example with \(p=1\).

Q: Can I keep parabolas intact with positive weights, if I choose them cleverly?

A: Only by not smoothing at all. Preserving quadratics requires \(\sum_r r^2w(r)=0\). With nonnegative weights every term is nonnegative, so every term is zero and \(w(r)=0\) for \(r\ne0\). Then \(M_0=1\) gives \(w(0)=1\), the identity filter. Asking for degree 1 alone would not force this, as the three-point mean shows.

With negative weights allowed there are genuine smoothers. Take \((-3,12,17,12,-3)/35\) at \(r=-2,\dots,2\). Its moments are
\[
M_0=\frac{35}{35}=1,\qquad M_2=\frac{2\cdot12-2\cdot4\cdot3}{35}=0,\qquad M_4=\frac{2\cdot12-2\cdot16\cdot3}{35}=-\frac{72}{35},
\]
and the odd moments vanish by symmetry. Cubics are preserved, but \(k^4\) is not.

Q: So symmetry supplies the cubic for free?

A: It does. If \(w(-r)=w(r)\), replacing \(r\) by \(-r\) in the sum gives \(M_{2q+1}=-M_{2q+1}\), hence zero. A symmetric filter that preserves degree \(2q\) therefore preserves degree \(2q+1\). Without symmetry this can fail already at \(q=0\): the one-step delay, with its single weight \(w(1)=1\), preserves constants but turns \(k\) into \(n-1\).

Q: I accept the algebra. What I doubt is that the Lean version is about my spectrum. What is a filter there?

A: A filter is an element of `ℤ →₀ ℝ`, a real function on the integers that is nonzero at finitely many places. The signal is an ordinary function `u : ℤ → ℝ`, one value per grid point.

```lean
import Mathlib

open Polynomial

namespace SavitzkyGolay

noncomputable section

/-- The signal `u` on the integers after convolution with the finitely supported filter `w`:
the value at `n` is the sum over `r` of `w r * u (n - r)`. -/
def convolve (w : ℤ →₀ ℝ) (u : ℤ → ℝ) (n : ℤ) : ℝ :=
  w.sum fun r c => c * u (n - r)
```

The convention is true convolution: the weight at \(r\) multiplies the sample at \(n-r\). If your program uses \(n+r\), which is correlation, the odd moments change sign, and the condition that they vanish stays the same.

```lean
/-- The `m`-th moment of the filter, the sum over `r` of `w r * r ^ m`. -/
def moment (w : ℤ →₀ ℝ) (m : ℕ) : ℝ :=
  w.sum fun r c => c * (r : ℝ) ^ m
```

`moment w m` is \(M_m\), with the integer position converted to a real number. Nothing is normalised in advance; \(M_0=1\) is a condition to be met.

Q: And "preserves polynomials"?

A: That is the predicate `Reproduces w p`. It quantifies over all real polynomials `P : ℝ[X]` with `P.natDegree ≤ p` and over all integers `n`.

```lean
/-- The filter returns every real polynomial of degree at most `p` unchanged at all integers. -/
def Reproduces (w : ℤ →₀ ℝ) (p : ℕ) : Prop :=
  ∀ P : ℝ[X], P.natDegree ≤ p →
    ∀ n : ℤ, convolve w (fun k => P.eval (k : ℝ)) n = P.eval (n : ℝ)
```

The five-point filter is written as a sum of single weights:

```lean
/-- The five-point quadratic smoothing filter with weights `(-3, 12, 17, 12, -3) / 35`. -/
def fivePoint : ℤ →₀ ℝ :=
  Finsupp.single (-2) (-3 / 35) + Finsupp.single (-1) (12 / 35) + Finsupp.single 0 (17 / 35)
    + Finsupp.single 1 (12 / 35) + Finsupp.single 2 (-3 / 35)
```

The main theorem, `reproduces_iff_moments`, says that `Reproduces w p` is equivalent to `moment w 0 = 1` together with `moment w m = 0` for every `m` from 1 to `p`. There is no assumption of symmetry, of sign or of a particular window length. For \(p=0\) the second condition is empty, and a filter preserves constants exactly when its weights sum to one.

Q: My spectrum is not a polynomial, and it has two ends.

A: The first point is the step you have to supply: that the noise-free curve is close to a polynomial of degree at most \(p\) across the width of the filter. How close it is depends on the line shape and the grid spacing. The ends are idealised away, since the signal lives on all of \(\mathbb Z\); near the edge of a finite record some samples \(n-r\) are missing, and another rule is needed there. The grid is uniform, and a linear change from the index to energy or time does not alter the degree.

Q: Savitzky and Golay fitted a polynomial by least squares in each window. Where is the fit?

A: There is none. The theorem tests any finite filter, wherever its weights come from, and it doesn't derive weights from a fit. It also concerns distortion only, not noise: the identity filter passes for every \(p\) and removes no noise.

Q: Would I meet this outside the laboratory?

A: It applies when a computed density of states or a simulated spectrum on a uniform grid is smoothed with a finite filter, as far as the curve is polynomial across the window. Broadening with a truncated, normalised Gaussian that covers more than one grid point, for instance, uses positive weights, so it cannot leave all parabolas unchanged.

Q: Then take me through the proof. Where does it start?

A: With two rules for computing moments of explicit filters. Moments add when filters add, and a single weight \(a\) at \(r\) has moment \(a\,r^m\).

```lean
/-- The moments of a sum of two filters are the sums of their moments. -/
theorem moment_add (v w : ℤ →₀ ℝ) (m : ℕ) :
    moment (v + w) m = moment v m + moment w m :=
  Finsupp.sum_add_index' (fun _ => by ring) (fun _ _ _ => by ring)

/-- A filter with the single weight `a` at position `r` has `m`-th moment `a * r ^ m`. -/
theorem moment_single (r : ℤ) (a : ℝ) (m : ℕ) :
    moment (Finsupp.single r a) m = a * (r : ℝ) ^ m :=
  Finsupp.sum_single_index (by ring)
```

Next comes the binomial formula for a filtered monomial.

```lean
/-- A filtered monomial is a binomial sum over the moments of the filter. -/
theorem convolve_monomial (w : ℤ →₀ ℝ) (m : ℕ) (n : ℤ) :
    convolve w (fun k => (k : ℝ) ^ m) n =
      ∑ j ∈ Finset.range (m + 1),
        (-1) ^ j * (m.choose j : ℝ) * moment w j * (n : ℝ) ^ (m - j) := by
  simp only [convolve, moment, Finsupp.sum, Finset.mul_sum, Finset.sum_mul]
  rw [Finset.sum_comm]
  refine Finset.sum_congr rfl fun r _ => ?_
  -- expand the shifted monomial by the binomial theorem
  rw [show ((n - r : ℤ) : ℝ) = -(r : ℝ) + n by push_cast; ring, add_pow, Finset.mul_sum]
  refine Finset.sum_congr rfl fun j _ => ?_
  rw [neg_pow]
  ring
```

After the definitions are unfolded, `Finset.sum_comm` exchanges the sums over \(r\) and \(j\). The shifted position is written as \(-r+n\), `add_pow` expands its power, and `neg_pow` extracts the sign \((-1)^j\).

Linearity is the next lemma. It writes \(P\) through its coefficients and again exchanges two finite sums.

```lean
/-- Filtering a polynomial amounts to filtering its monomials one by one. -/
theorem convolve_polynomial (w : ℤ →₀ ℝ) (P : ℝ[X]) (n : ℤ) :
    convolve w (fun k => P.eval (k : ℝ)) n =
      ∑ i ∈ Finset.range (P.natDegree + 1),
        P.coeff i * convolve w (fun k => (k : ℝ) ^ i) n := by
  simp only [convolve, Finsupp.sum, eval_eq_sum_range, Finset.mul_sum]
  rw [Finset.sum_comm]
  refine Finset.sum_congr rfl fun i _ => Finset.sum_congr rfl fun r _ => ?_
  ring
```

Q: And the equivalence itself?

A: Its two halves are the two arguments above, with the converse first.

```lean
/-- Moment criterion: a filter reproduces all real polynomials of degree at most `p` exactly when
its weights sum to one and its moments of orders `1` to `p` vanish. -/
theorem reproduces_iff_moments (w : ℤ →₀ ℝ) (p : ℕ) :
    Reproduces w p ↔ moment w 0 = 1 ∧ ∀ m, 1 ≤ m → m ≤ p → moment w m = 0 := by
  constructor
  · intro h
    -- the filtered monomial at the origin is the moment up to sign
    have key : ∀ m ≤ p, (-1 : ℝ) ^ m * moment w m = 0 ^ m := by
      intro m hm
      have e := h (X ^ m) (by simpa using hm) 0
      simp only [eval_pow, eval_X, Int.cast_zero] at e
      rw [← e]
      simp only [convolve, moment, Finsupp.sum, Finset.mul_sum]
      refine Finset.sum_congr rfl fun r _ => ?_
      rw [show ((0 - r : ℤ) : ℝ) = -(r : ℝ) by simp, neg_pow (r : ℝ)]
      ring
    refine ⟨by simpa using key 0 (Nat.zero_le p), fun m h1 hm => ?_⟩
    have e := key m hm
    rw [zero_pow (by omega)] at e
    exact (mul_eq_zero.1 e).resolve_left (pow_ne_zero _ (by norm_num))
  · rintro ⟨h0, h⟩ P hP n
    rw [convolve_polynomial, eval_eq_sum_range]
    refine Finset.sum_congr rfl fun i hi => ?_
    have hi' := Finset.mem_range.1 hi
    -- only the zeroth moment survives in the binomial sum
    rw [convolve_monomial, Finset.sum_range_succ', Finset.sum_eq_zero]
    · simp [h0]
    · intro j hj
      have hj' := Finset.mem_range.1 hj
      rw [h (j + 1) (by omega) (by omega)]
      ring
```

In the first half, `key` is the identity \((-1)^mM_m=0^m\), obtained by applying the hypothesis to `X ^ m` at the origin. For \(m\ge1\) the right side is zero, and the nonzero factor \((-1)^m\) is removed. In the second half, the polynomial is split into monomials, indexed by `i`. For each one `Finset.sum_range_succ'` separates the term \(j=0\) from the binomial sum, and the moment conditions make all the others vanish.

Q: The constant shift at degree \(p+1\) should be the same calculation with one more term.

A: It is. `leading_error` assumes `Reproduces w p`, converts it into moment conditions, and separates both the last and the first term of the binomial sum. Everything between them is zero.

```lean
/-- If a filter reproduces degree `p`, it shifts the monomial of degree `p + 1` by a constant,
which is its moment of order `p + 1` up to the sign `(-1) ^ (p + 1)`. -/
theorem leading_error (w : ℤ →₀ ℝ) (p : ℕ) (hw : Reproduces w p) (n : ℤ) :
    convolve w (fun k => (k : ℝ) ^ (p + 1)) n =
      (n : ℝ) ^ (p + 1) + (-1) ^ (p + 1) * moment w (p + 1) := by
  obtain ⟨h0, h⟩ := (reproduces_iff_moments w p).1 hw
  rw [convolve_monomial, Finset.sum_range_succ, Finset.sum_range_succ', Finset.sum_eq_zero]
  · simp [h0]
  · intro j hj
    have hj' := Finset.mem_range.1 hj
    rw [h (j + 1) (by omega) (by omega)]
    ring
```

For \(p=0\) it says that a filter with unit sum turns \(k\) into \(n-M_1\). The one-step delay you saw earlier has \(M_1=1\).

Q: How does Lean express the reflection for symmetric filters?

A: Symmetry is the hypothesis `∀ r, w (-r) = w r`. The step `Finset.sum_nbij'` reindexes the sum by \(r\mapsto-r\), which maps the set of nonzero weights onto itself. This gives `hodd`, the statement that the odd moment equals its own negative.

```lean
/-- A symmetric filter that reproduces polynomials of even degree `2 * q` also reproduces those
of degree `2 * q + 1`. -/
theorem symmetric_gains_degree (w : ℤ →₀ ℝ) (q : ℕ) (hw : ∀ r, w (-r) = w r)
    (h : Reproduces w (2 * q)) : Reproduces w (2 * q + 1) := by
  -- reflection changes the sign of the odd moment
  have hodd : moment w (2 * q + 1) = -moment w (2 * q + 1) := by
    simp only [moment, Finsupp.sum]
    rw [← Finset.sum_neg_distrib]
    refine Finset.sum_nbij' (fun r => -r) (fun r => -r) ?_ ?_ ?_ ?_ ?_
    · intro r hr
      simpa [hw] using hr
    · intro r hr
      simpa [hw] using hr
    · intro r _
      simp
    · intro r _
      simp
    · intro r _
      simp only [hw, Int.cast_neg, Odd.neg_pow (⟨q, rfl⟩ : Odd (2 * q + 1))]
      ring
  obtain ⟨h0, hm⟩ := (reproduces_iff_moments w (2 * q)).1 h
  refine (reproduces_iff_moments w (2 * q + 1)).2 ⟨h0, fun m h1 h2 => ?_⟩
  rcases Nat.lt_or_ge (2 * q) m with hlt | hle
  · obtain rfl : m = 2 * q + 1 := by omega
    linarith
  · exact hm m h1 hle
```

The main theorem is then used twice: once to read off the moments up to order \(2q\), and once to turn the longer list back into reproduction. The only new order is \(2q+1\), where `linarith` concludes from `hodd` that the moment is zero.

Q: And the result about positive weights?

A: It assumes `0 ≤ w r` for all `r` and `Reproduces w 2`, and concludes that `w` equals `Finsupp.single 0 1`, the identity filter.

```lean
/-- A filter with nonnegative weights that reproduces all quadratic polynomials is the identity
filter, with weight one at the origin and zero elsewhere. -/
theorem nonneg_eq_identity (w : ℤ →₀ ℝ) (hw : ∀ r, 0 ≤ w r) (h : Reproduces w 2) :
    w = Finsupp.single 0 1 := by
  obtain ⟨h0, hm⟩ := (reproduces_iff_moments w 2).1 h
  have h2 := hm 2 (by norm_num) le_rfl
  simp only [moment, Finsupp.sum] at h2
  -- a vanishing sum of nonnegative terms vanishes term by term
  rw [Finset.sum_eq_zero_iff_of_nonneg (fun r _ => mul_nonneg (hw r) (sq_nonneg _))] at h2
  have hz : ∀ r, r ≠ 0 → w r = 0 := by
    intro r hr
    by_contra hne
    have hr' : (r : ℝ) ≠ 0 := Int.cast_ne_zero.2 hr
    exact mul_ne_zero hne (pow_ne_zero 2 hr') (h2 r (Finsupp.mem_support_iff.2 hne))
  obtain ⟨a, ha⟩ : ∃ a, w = Finsupp.single 0 a := by
    refine ⟨w 0, Finsupp.ext fun r => ?_⟩
    by_cases hr : r = 0
    · rw [hr, Finsupp.single_eq_same]
    · rw [hz r hr, Finsupp.single_apply, if_neg (Ne.symm hr)]
  rw [ha, moment_single, pow_zero, mul_one] at h0
  rw [ha, h0]
```

The lemma `Finset.sum_eq_zero_iff_of_nonneg` is the step from a vanishing sum to vanishing terms. From it, `hz` obtains that all weights away from the origin are zero. What remains is a single weight \(a\) at the origin, and the zeroth moment fixes \(a=1\).

The five-point filter shows that the sign condition is needed: it preserves quadratics and is not the identity.

Q: Does the proof for that filter have to run over all cubics?

A: No, the criterion reduces it to four numbers, \(M_0\) to \(M_3\).

```lean
/-- The five-point quadratic smoothing filter reproduces all cubic polynomials, but not all
quartic ones. -/
theorem fivePoint_degree : Reproduces fivePoint 3 ∧ ¬ Reproduces fivePoint 4 := by
  constructor
  · refine (reproduces_iff_moments _ _).2 ⟨?_, fun m h1 h3 => ?_⟩
    · simp only [fivePoint, moment_add, moment_single]
      norm_num
    · simp only [fivePoint, moment_add, moment_single]
      interval_cases m <;> norm_num
  · intro h
    -- the fourth moment is nonzero
    have h4 := ((reproduces_iff_moments _ _).1 h).2 4 (by norm_num) le_rfl
    simp only [fivePoint, moment_add, moment_single] at h4
    norm_num at h4

end

end SavitzkyGolay
```

`interval_cases m` lists the orders 1, 2 and 3, and `norm_num` evaluates each moment. For the negative part, reproduction at degree 4 would force \(M_4=0\), whereas the computed value is \(-72/35\). By `leading_error` with \(p=3\), that value is also the shift of \(k^4\), so the value of a degree-4 polynomial with leading term \(d\,k^4\) changes by \(-72d/35\) at every grid point.

```lean
#print axioms SavitzkyGolay.reproduces_iff_moments
#print axioms SavitzkyGolay.symmetric_gains_degree
#print axioms SavitzkyGolay.nonneg_eq_identity
#print axioms SavitzkyGolay.fivePoint_degree
```

```
'SavitzkyGolay.reproduces_iff_moments' depends on axioms: [propext, Classical.choice, Quot.sound]
'SavitzkyGolay.symmetric_gains_degree' depends on axioms: [propext, Classical.choice, Quot.sound]
'SavitzkyGolay.nonneg_eq_identity' depends on axioms: [propext, Classical.choice, Quot.sound]
'SavitzkyGolay.fivePoint_degree' depends on axioms: [propext, Classical.choice, Quot.sound]
```
